# Charge times field as the total force: an equivalent condition on differentiable energies and dipoles

Energy E and dipole p are taken here as given functions of the atomic positions alone. Electrons enter only through these two functions, and neither depends on the applied field f, so electronic polarisation by the field is left out. The atoms move in open space, not in a periodic cell.

Write r for the positions r_k of all atoms, and r + a for the configuration with every atom displaced by a. In the uniform field f the energy is

U_f(r) = E(r) − f·p(r).

**Claim.** Let E and p be differentiable, and let Q be a real number. The total force is Qf for every field and configuration if and only if, for all r and a,

E(r + a) = E(r) and p(r + a) = p(r) + Qa.

The number Q stands for the net charge of nuclei and electrons: carrying the whole charge distribution along by a changes its dipole by Qa.

## The work done in a rigid shift

For any differentiable energy U, the force on atom k is F_k = −∇_k U, and the total force is T = Σ_k F_k. By the chain rule,

d/dt U(r + ta) = Σ_k ∇_k U(r + ta)·a = −T(r + ta)·a.

If T equals a constant vector G everywhere, then U(r + ta) + t G·a has zero derivative in t. Comparing t = 1 with t = 0 gives

U(r + a) = U(r) − G·a.

Conversely, if this holds for all r and a, put ta for a and differentiate at t = 0. Then T(r)·a = G·a for every a, so T(r) = G.

Now assume the two shift laws. In the field,

U_f(r + a) = E(r) − f·(p(r) + Qa) = U_f(r) − Qf·a,

so T = Qf. For the converse, T = Qf for every f gives

E(r + a) − f·p(r + a) = E(r) − f·p(r) − Qf·a.

Setting f = 0 shows that E is invariant. What remains is f·p(r + a) = f·(p(r) + Qa) for every f, which is the shift law for p.

Without invariance of E the force law can fail. A single ion with p = Qr, tethered by E = κ|r|²/2 with κ > 0, feels the force Qf − κr, which vanishes at r = Qf/κ.

Differentiating the shift law for p gives a neighbouring result. With Z_k the derivative of p with respect to r_k (the Born charge tensor), p(r + ta) = p(r) + tQa yields Σ_k Z_k a = Qa, so the tensors sum to Q times the identity. The Lean development below does not include this sum rule.

## Configurations, forces and the field energy

```lean
import Mathlib

open Finset

namespace ChargedSystemInField

noncomputable section
```

The dimension `d` is arbitrary; physical space is `d = 3`.

```lean
/-- Euclidean space of dimension `d`; the physical case is `d = 3`. -/
abbrev Space (d : ℕ) := EuclideanSpace ℝ (Fin d)

/-- The positions of `N` atoms. -/
abbrev Config (N d : ℕ) := Fin N → Space d
```

`shift r a` is r + a.

```lean
variable {N d : ℕ}

/-- The configuration in which every atom is displaced by the same vector `a`. -/
def shift (r : Config N d) (a : Space d) : Config N d := fun k => r k + a
```

`Function.update r k x` puts atom `k` at `x` and leaves the others in place, so the gradient is ∇_k.

```lean
/-- The force on atom `k`: minus the gradient of the energy `U` with respect to the position
of that atom, all other atoms being held fixed. -/
def force (U : Config N d → ℝ) (r : Config N d) (k : Fin N) : Space d :=
  -gradient (fun x => U (Function.update r k x)) (r k)

/-- The sum of the forces on all atoms. -/
def totalForce (U : Config N d → ℝ) (r : Config N d) : Space d := ∑ k, force U r k
```

The sign in `fieldEnergy` is that of a dipole in an electric field.

```lean
/-- The energy `E - f · p` of a system with dipole `p` in the uniform field `f`. -/
def fieldEnergy (E : Config N d → ℝ) (p : Config N d → Space d) (f : Space d)
    (r : Config N d) : ℝ := E r - inner ℝ f (p r)
```

## From one atom to a rigid shift

The next lemma is the chain rule for one atom. `Pi.single k a` is the displacement that moves atom `k` by `a` and no other.

```lean
/-- For an energy differentiable at `r`, the inner product of the force on atom `k` with `a` is
minus the derivative of the energy at `r` applied to the displacement of that atom alone by `a`. -/
theorem inner_force {U : Config N d → ℝ} {r : Config N d} (hU : DifferentiableAt ℝ U r)
    (k : Fin N) (a : Space d) :
    inner ℝ (force U r k) a = -fderiv ℝ U r (Pi.single k a) := by
  have hU' : HasFDerivAt U (fderiv ℝ U r) (Function.update r k (r k)) := by
    rw [Function.update_eq_self]
    exact hU.hasFDerivAt
  -- chain rule for moving one atom
  have h := hU'.comp (r k) (hasFDerivAt_update r (r k))
  have h2 : fderiv ℝ (fun x => U (Function.update r k x)) (r k) = _ := h.fderiv
  unfold force gradient
  rw [inner_neg_left, InnerProductSpace.toDual_symm_apply, h2,
    ContinuousLinearMap.comp_apply]
  congr 2
  funext j
  by_cases hj : j = k
  · subst hj
    simp
  · simp [hj]
```

These single-atom displacements add up to the rigid one, and the derivative is linear, so the forces add up too.

```lean
/-- For an energy differentiable at `r`, the inner product of the total force with `a` is minus the
derivative of the energy at `r` applied to the common displacement of all atoms by `a`. -/
theorem inner_totalForce {U : Config N d → ℝ} {r : Config N d} (hU : DifferentiableAt ℝ U r)
    (a : Space d) : inner ℝ (totalForce U r) a = -fderiv ℝ U r (fun _ => a) := by
  have hs : ∑ k : Fin N, (Pi.single k a : Config N d) = fun _ => a :=
    Finset.univ_sum_single (fun _ : Fin N => a)
  rw [totalForce, sum_inner, ← hs, map_sum, ← Finset.sum_neg_distrib]
  exact Finset.sum_congr rfl fun k _ => inner_force hU k a
```

Composing with the line r + ta gives the rate of change derived above.

```lean
/-- Along a rigid displacement `t a` the derivative of a differentiable energy with respect to `t`
is minus the inner product of the total force with `a`. -/
theorem hasDerivAt_shift {U : Config N d → ℝ} (hU : Differentiable ℝ U) (r : Config N d)
    (a : Space d) (t : ℝ) :
    HasDerivAt (fun s : ℝ => U (shift r (s • a)))
      (-inner ℝ (totalForce U (shift r (t • a))) a) t := by
  have hc : HasDerivAt (fun s : ℝ => shift r (s • a)) (fun _ => a) t := by
    rw [hasDerivAt_pi]
    intro k
    simpa [shift] using ((hasDerivAt_id' t).smul_const a).const_add (r k)
  rw [inner_totalForce (hU (shift r (t • a))), neg_neg]
  exact (hU (shift r (t • a))).hasFDerivAt.comp_hasDerivAt t hc
```

The equivalence for a constant total force follows. The forward direction uses `is_const_of_deriv_eq_zero`; the backward one compares two derivatives of the same function at t = 0.

```lean
/-- A differentiable energy has the same total force `G` at all configurations if and only if
every rigid displacement `a` changes the energy by `-G · a`. -/
theorem totalForce_eq_iff {U : Config N d → ℝ} (hU : Differentiable ℝ U) (G : Space d) :
    (∀ r, totalForce U r = G) ↔ ∀ r a, U (shift r a) = U r - inner ℝ G a := by
  constructor
  · intro h r a
    -- the energy plus the work done by `G` is constant along the displacement
    have hd : ∀ t : ℝ, HasDerivAt
        (fun s : ℝ => U (shift r (s • a)) + s * inner ℝ G a) 0 t := by
      intro t
      have h1 := hasDerivAt_shift hU r a t
      rw [h] at h1
      exact (h1.fun_add ((hasDerivAt_id' t).mul_const (inner ℝ G a))).congr_deriv (by ring)
    have hc := is_const_of_deriv_eq_zero (fun t => (hd t).differentiableAt)
      (fun t => (hd t).deriv) 1 0
    have h0 : shift r (0 : Space d) = r := by
      funext k
      simp [shift]
    simp only [one_smul, zero_smul, one_mul, zero_mul, add_zero, h0] at hc
    linarith
  · intro h r
    refine ext_inner_right ℝ fun a => ?_
    have h1 := hasDerivAt_shift hU r a 0
    have h2 : HasDerivAt (fun s : ℝ => U (shift r (s • a))) (-inner ℝ G a) 0 := by
      have e : (fun s : ℝ => U (shift r (s • a))) = fun s => U r - s * inner ℝ G a := by
        funext s
        rw [h, inner_smul_right]
      rw [e]
      exact (((hasDerivAt_id' (0 : ℝ)).mul_const (inner ℝ G a)).const_sub (U r)).congr_deriv
        (by ring)
    have h0 : shift r ((0 : ℝ) • a) = r := by
      funext k
      simp [shift]
    have h3 := h1.unique h2
    rw [h0] at h3
    exact neg_injective h3
```

## The force law and its converse

```lean
/-- The energy in a uniform field is differentiable when the field-free energy and the dipole
are. -/
theorem differentiable_fieldEnergy {E : Config N d → ℝ} {p : Config N d → Space d}
    (hE : Differentiable ℝ E) (hp : Differentiable ℝ p) (f : Space d) :
    Differentiable ℝ (fieldEnergy E p f) :=
  hE.sub ((differentiable_const f).inner ℝ hp)
```

The force law applies the equivalence with G = Qf; `simp` and `ring` carry out the expansion of U_f(r + a).

```lean
/-- Let `E` and `p` be differentiable, `E` translation invariant, and let `p` change by `Q a`
when all atoms shift by `a`. Then the total force in the uniform field `f` is `Q f`. -/
theorem totalForce_in_field {E : Config N d → ℝ} {p : Config N d → Space d} {Q : ℝ}
    (hE : Differentiable ℝ E) (hp : Differentiable ℝ p)
    (hEt : ∀ r a, E (shift r a) = E r) (hpt : ∀ r a, p (shift r a) = p r + Q • a)
    (f : Space d) (r : Config N d) : totalForce (fieldEnergy E p f) r = Q • f := by
  refine (totalForce_eq_iff (differentiable_fieldEnergy hE hp f) (Q • f)).2 ?_ r
  intro r a
  simp only [fieldEnergy, hEt, hpt, inner_add_right, real_inner_smul_left,
    real_inner_smul_right]
  ring
```

In the converse, `key 0` is the zero-field case, and `ext_inner_left` recovers the vector p(r + a) from its products with all f.

```lean
/-- Conversely, let `E` and `p` be differentiable. If the total force is `Q f` in every uniform
field `f` and at every configuration, then `E` is translation invariant and `p` changes by `Q a`
when all atoms shift by `a`. -/
theorem shift_laws_of_totalForce {E : Config N d → ℝ} {p : Config N d → Space d} {Q : ℝ}
    (hE : Differentiable ℝ E) (hp : Differentiable ℝ p)
    (h : ∀ f r, totalForce (fieldEnergy E p f) r = Q • f) :
    (∀ r a, E (shift r a) = E r) ∧ ∀ r a, p (shift r a) = p r + Q • a := by
  have key := fun f => (totalForce_eq_iff (differentiable_fieldEnergy hE hp f) (Q • f)).1 (h f)
  -- zero field isolates the energy
  have hEt : ∀ r a, E (shift r a) = E r := by
    intro r a
    simpa [fieldEnergy] using key 0 r a
  refine ⟨hEt, fun r a => ext_inner_left ℝ fun f => ?_⟩
  have hf := key f r a
  simp only [fieldEnergy, hEt, real_inner_smul_left] at hf
  rw [inner_add_right, real_inner_smul_right]
  linarith
```

If all forces vanished, their sum Qf would vanish too. Within this model of differentiable, field-independent E and p that obey the shift laws, relaxing a charged molecule in a nonzero uniform field therefore cannot reach zero force on every atom.

```lean
/-- Let `E` and `p` be differentiable, `E` translation invariant, and let `p` change by `Q a` when
all atoms shift by `a`. If `Q` and the uniform field `f` are both nonzero, then at every
configuration some atom feels a nonzero force. -/
theorem no_equilibrium {E : Config N d → ℝ} {p : Config N d → Space d} {Q : ℝ}
    (hE : Differentiable ℝ E) (hp : Differentiable ℝ p)
    (hEt : ∀ r a, E (shift r a) = E r) (hpt : ∀ r a, p (shift r a) = p r + Q • a)
    (hQ : Q ≠ 0) {f : Space d} (hf : f ≠ 0) (r : Config N d) :
    ∃ k, force (fieldEnergy E p f) r k ≠ 0 := by
  by_contra hcon
  push Not at hcon
  have h := totalForce_in_field hE hp hEt hpt f r
  rw [totalForce, Finset.sum_eq_zero fun k _ => hcon k] at h
  exact smul_ne_zero hQ hf h.symm
```

## Ions joined by springs

The double sum counts each pair twice, so the factor κ/4 gives κ/2 times the squared distance per pair.

```lean
/-- The energy of atoms joined pairwise by springs of stiffness `κ` and zero rest length. -/
def springEnergy (κ : ℝ) (r : Config N d) : ℝ := κ / 4 * ∑ i, ∑ j, ‖r i - r j‖ ^ 2

/-- The dipole of point ions with charges `q`. -/
def ionDipole (q : Fin N → ℝ) (r : Config N d) : Space d := ∑ i, q i • r i
```

This example satisfies all the assumptions on E and p in the force law, with Q the sum of the ionic charges. Bare Coulomb repulsion between point ions would not: the Lean theorems require differentiability at every configuration, including those where atoms coincide. The force Qf still follows from the shift laws at any configuration r where E and p are differentiable, by differentiating U_f(r + ta) = U_f(r) − tQf·a at t = 0; this local version is not formalised here.

```lean
/-- Point ions joined by springs have a differentiable, translation-invariant energy and a
differentiable dipole that shifts by the sum of the charges times the common displacement. -/
theorem springIons_witness (κ : ℝ) (q : Fin N → ℝ) :
    Differentiable ℝ (springEnergy κ : Config N d → ℝ) ∧
    Differentiable ℝ (ionDipole q : Config N d → Space d) ∧
    (∀ (r : Config N d) a, springEnergy κ (shift r a) = springEnergy κ r) ∧
    ∀ (r : Config N d) a, ionDipole q (shift r a) = ionDipole q r + (∑ i, q i) • a := by
  refine ⟨?_, ?_, fun r a => ?_, fun r a => ?_⟩
  · unfold springEnergy
    refine Differentiable.const_mul ?_ _
    refine Differentiable.fun_sum fun i _ => Differentiable.fun_sum fun j _ => ?_
    exact Differentiable.norm_sq ℝ (by fun_prop)
  · unfold ionDipole
    fun_prop
  · simp only [springEnergy, shift, add_sub_add_right_eq_sub]
  · simp only [ionDipole, shift, smul_add, Finset.sum_add_distrib, Finset.sum_smul]

end

end ChargedSystemInField
```

```lean
#print axioms ChargedSystemInField.totalForce_in_field
#print axioms ChargedSystemInField.shift_laws_of_totalForce
#print axioms ChargedSystemInField.no_equilibrium
```

```
'ChargedSystemInField.totalForce_in_field' depends on axioms: [propext, Classical.choice, Quot.sound]
'ChargedSystemInField.shift_laws_of_totalForce' depends on axioms: [propext, Classical.choice, Quot.sound]
'ChargedSystemInField.no_equilibrium' depends on axioms: [propext, Classical.choice, Quot.sound]
```
